# The one-loop magnetic Lagrangian of QED grows as \(B^2\ln B\) in strong fields

How electron vacuum fluctuations respond to a very strong uniform magnetic field \(B\) is studied here by taking the renormalized proper-time integral as the definition of the one-loop Lagrangian. With charge \(e\), mass \(m\), Heaviside–Lorentz units and \(\hbar=c=1\), it is

\[
\mathcal L_1=-\frac1{8\pi^2}\int_0^\infty\frac{ds}{s^3}\,e^{-m^2s}\left[eBs\coth(eBs)-1-\tfrac13(eBs)^2\right].
\]

The step from the Dirac determinant to this integral, including renormalization, is assumed. The result is \(\mathcal L_1/[\tfrac12B^2\ln(eB/m^2)]\to e^2/(12\pi^2)\) as \(B\to\infty\) at fixed positive \(e\) and \(m\). In QED this constant is known as the one-loop value of \(\beta(e)/e\), where \(\beta(e)=de/d\ln\mu\) describes the running of the charge with the renormalization scale \(\mu\); that identification is textbook input.

In Lean 4 with Mathlib:

```lean
import Mathlib

open MeasureTheory Filter Topology Set
open scoped Real

namespace EulerHeisenbergStrongField

noncomputable section
```

In the dimensionless form, \(s\) is proper time multiplied by \(eB\), and \(b=eB/m^2\) is the field in units of the critical field. `kernel` is \(k(s)=(s\coth s-1-s^2/3)/s^3\).

```lean
/-- The subtracted magnetic proper-time kernel `(s coth s - 1 - s²/3)/s³`, for `s ≠ 0`. -/
def kernel (s : ℝ) : ℝ :=
  (s * (Real.cosh s / Real.sinh s) - 1 - s ^ 2 / 3) / s ^ 3
```

`integrand` adds the mass factor \(\exp(-s/b)\).

```lean
/-- The kernel damped by the mass factor `exp (-s/b)`, for `b ≠ 0` and `s ≠ 0`. -/
def integrand (b s : ℝ) : ℝ := Real.exp (-s / b) * kernel s
```

`properTimeIntegral` is \(f(b)=\int_0^\infty \exp(-s/b)\,k(s)\,ds\).

```lean
/-- The dimensionless proper-time integral `f(b)` over `0 < s < ∞`, for `b > 0`. -/
def properTimeIntegral (b : ℝ) : ℝ := ∫ s in Ioi (0 : ℝ), integrand b s
```

`magneticLagrangian` is the correction \(\mathcal L_1\) alone, without the classical term \(-B^2/2\).

```lean
/-- The renormalized one-loop Euler-Heisenberg Lagrangian of spinor QED in a magnetic field `B`,
for charge `e` and mass `m`, with `e`, `m` and `B` positive. -/
def magneticLagrangian (e m B : ℝ) : ℝ :=
  -(1 / (8 * π ^ 2)) * ∫ s in Ioi (0 : ℝ), Real.exp (-(m ^ 2 * s)) *
    ((e * B * s * (Real.cosh (e * B * s) / Real.sinh (e * B * s)) - 1
      - (e * B * s) ^ 2 / 3) / s ^ 3)
```

## Positive proper time fixes the sign of the kernel

The condition \(s>0\) is the integration range of the proper-time parameter. By hand, it enters through functions that vanish at zero and have nonnegative derivative for \(x\ge0\):

\[
\begin{aligned}
A&=x\cosh x-\sinh x, & A'&=x\sinh x,\\
D&=(1+\tfrac{x^2}3)\sinh x-x\cosh x, & D'&=\tfrac x3A,\\
C&=x\cosh x-(1+\tfrac{x^2}3-\tfrac{x^4}{45})\sinh x, & C'&=\tfrac x3D+\tfrac{x^3}{45}A.
\end{aligned}
\]

All three are therefore nonnegative. The lemma below supplies this argument.

```lean
/-- A function differentiable on all of `ℝ` that vanishes at zero and has nonnegative derivative on
the half-line `x ≥ 0` is nonnegative there. -/
lemma nonneg_of_deriv {f f' : ℝ → ℝ} (h0 : f 0 = 0) (h : ∀ x, HasDerivAt f (f' x) x)
    (hp : ∀ x, 0 ≤ x → 0 ≤ f' x) {x : ℝ} (hx : 0 ≤ x) : 0 ≤ f x := by
  have hm : MonotoneOn f (Ici 0) := monotoneOn_of_deriv_nonneg (convex_Ici 0)
    (fun y _ => (h y).continuousAt.continuousWithinAt)
    (fun y _ => (h y).differentiableAt.differentiableWithinAt)
    (fun y hy => by
      rw [interior_Ici] at hy
      rw [(h y).deriv]
      exact hp y (le_of_lt hy))
  have := hm (mem_Ici.2 le_rfl) (mem_Ici.2 hx) hx
  rwa [h0] at this
```

Dividing by \(\sinh s>0\) gives three of the bounds on \(s\coth s\). The fourth, \(s\coth s\le1+s\), follows from \(s(\cosh s-\sinh s)=s\,e^{-s}\le s\le\sinh s\). In the proof, `hA`, `hB` and `hC` are the statements for \(A\), \(D\) and \(C\), and `hD` is the last estimate.

```lean
/-- For `s > 0`, `s coth s` lies between `1` and `1 + s`, and also between
`1 + s²/3 - s⁴/45` and `1 + s²/3`. -/
theorem coth_bounds {s : ℝ} (hs : 0 < s) :
    (1 ≤ s * (Real.cosh s / Real.sinh s) ∧ s * (Real.cosh s / Real.sinh s) ≤ 1 + s) ∧
    (1 + s ^ 2 / 3 - s ^ 4 / 45 ≤ s * (Real.cosh s / Real.sinh s) ∧
      s * (Real.cosh s / Real.sinh s) ≤ 1 + s ^ 2 / 3) := by
  have hc := Real.hasDerivAt_cosh
  have hh := Real.hasDerivAt_sinh
  have hq (x : ℝ) : HasDerivAt (fun y : ℝ => 1 + y ^ 2 / 3) (2 * x / 3) x :=
    (((hasDerivAt_pow 2 x).div_const 3).const_add 1).congr_deriv (by norm_num)
  have hr (x : ℝ) : HasDerivAt (fun y : ℝ => y ^ 4 / 45) (4 * x ^ 3 / 45) x :=
    ((hasDerivAt_pow 4 x).div_const 45).congr_deriv (by norm_num)
  -- three successive monotonicity arguments
  have hA : ∀ x : ℝ, 0 ≤ x → 0 ≤ x * Real.cosh x - Real.sinh x := fun x hx =>
    nonneg_of_deriv (f := fun y => y * Real.cosh y - Real.sinh y)
      (f' := fun y => y * Real.sinh y) (by simp)
      (fun y => (((hasDerivAt_id' y).fun_mul (hc y)).fun_sub (hh y)).congr_deriv (by ring))
      (fun y hy => mul_nonneg hy (Real.sinh_nonneg_iff.2 hy)) hx
  have hB : ∀ x : ℝ, 0 ≤ x → 0 ≤ (1 + x ^ 2 / 3) * Real.sinh x - x * Real.cosh x := fun x hx =>
    nonneg_of_deriv (f := fun y => (1 + y ^ 2 / 3) * Real.sinh y - y * Real.cosh y)
      (f' := fun y => y / 3 * (y * Real.cosh y - Real.sinh y)) (by simp)
      (fun y => (((hq y).fun_mul (hh y)).fun_sub
        ((hasDerivAt_id' y).fun_mul (hc y))).congr_deriv (by ring))
      (fun y hy => mul_nonneg (by positivity) (hA y hy)) hx
  have hC : 0 ≤ s * Real.cosh s - (1 + s ^ 2 / 3 - s ^ 4 / 45) * Real.sinh s :=
    nonneg_of_deriv
      (f := fun y => y * Real.cosh y - (1 + y ^ 2 / 3 - y ^ 4 / 45) * Real.sinh y)
      (f' := fun y => y / 3 * ((1 + y ^ 2 / 3) * Real.sinh y - y * Real.cosh y)
        + y ^ 3 / 45 * (y * Real.cosh y - Real.sinh y)) (by simp)
      (fun y => (((hasDerivAt_id' y).fun_mul (hc y)).fun_sub
        (((hq y).fun_sub (hr y)).fun_mul (hh y))).congr_deriv (by ring))
      (fun y hy => add_nonneg (mul_nonneg (by positivity) (hB y hy))
        (mul_nonneg (by positivity) (hA y hy))) hs.le
  have hpos : 0 < Real.sinh s := Real.sinh_pos_iff.2 hs
  have hD : s * (Real.cosh s - Real.sinh s) ≤ Real.sinh s := by
    rw [Real.cosh_sub_sinh]
    have h1 : Real.exp (-s) ≤ 1 := Real.exp_le_one_iff.2 (by linarith)
    exact (mul_le_of_le_one_right hs.le h1).trans (Real.self_le_sinh_iff.2 hs.le)
  rw [← mul_div_assoc, le_div_iff₀ hpos, div_le_iff₀ hpos, le_div_iff₀ hpos, div_le_iff₀ hpos]
  exact ⟨⟨by linarith [hA s hs.le], by linarith⟩, ⟨by linarith, by linarith [hB s hs.le]⟩⟩
```

Subtracting \(1+s^2/3\) and dividing by \(s^3>0\) gives

\[
-\frac s{45}\le k(s)\le0,\qquad -\frac1{3s}\le k(s)\le-\frac1{3s}+\frac1{s^2}.
\]

Since \(k\) is odd, \(k(-1)=-k(1)>0\), so the bound \(k\le0\) fails for negative \(s\).

```lean
/-- For `s > 0` the kernel lies between `-s/45` and `0`, and also between `-1/(3s)` and
`-1/(3s) + 1/s²`. -/
theorem kernel_bounds {s : ℝ} (hs : 0 < s) :
    (-(s / 45) ≤ kernel s ∧ kernel s ≤ 0) ∧
    (-(s⁻¹ / 3) ≤ kernel s ∧ kernel s ≤ -(s⁻¹ / 3) + (s ^ 2)⁻¹) := by
  obtain ⟨⟨h1, h2⟩, h3, h4⟩ := coth_bounds hs
  have hp : 0 < s ^ 3 := by positivity
  have e1 : s⁻¹ * s ^ 3 = s ^ 2 := by field_simp
  have e2 : (s ^ 2)⁻¹ * s ^ 3 = s := by field_simp
  unfold kernel
  refine ⟨⟨?_, div_nonpos_of_nonpos_of_nonneg (by linarith) hp.le⟩, ?_, ?_⟩
  · rw [le_div_iff₀ hp]
    linarith [show -(s / 45) * s ^ 3 = -(s ^ 4 / 45) by ring]
  · rw [le_div_iff₀ hp]
    linarith [show -(s⁻¹ / 3) * s ^ 3 = -(s⁻¹ * s ^ 3) / 3 by ring]
  · rw [div_le_iff₀ hp]
    linarith [show (-(s⁻¹ / 3) + (s ^ 2)⁻¹) * s ^ 3
      = -(s⁻¹ * s ^ 3) / 3 + (s ^ 2)⁻¹ * s ^ 3 by ring]
```

The first lower bound for \(s\le1\) and the second for \(s\ge1\) give \(k\ge-1\).

```lean
/-- For `s > 0` the kernel is at least `-1`. -/
lemma neg_one_le_kernel {s : ℝ} (hs : 0 < s) : -1 ≤ kernel s := by
  obtain ⟨⟨h1, _⟩, h2, _⟩ := kernel_bounds hs
  rcases le_total s 1 with h | h
  · linarith
  · linarith [inv_le_one_of_one_le₀ h]
```

## A positive \(b\) makes the mass a cutoff

For \(b>0\), the mass suppresses long proper times. Since \(|k|\le1\), the integrand is at most \(\exp(-s/b)\) in absolute value, which is integrable.

```lean
/-- For `b > 0` the mass factor `exp (-s/b)` is integrable on every half-line `s > a`. -/
lemma integrableOn_massFactor {b : ℝ} (hb : 0 < b) (a : ℝ) :
    IntegrableOn (fun s => Real.exp (-s / b)) (Ioi a) := by
  refine (exp_neg_integrableOn_Ioi a (inv_pos.2 hb)).congr_fun (fun s _ => ?_) measurableSet_Ioi
  show Real.exp (-b⁻¹ * s) = Real.exp (-s / b)
  congr 1
  ring
```

The next proof is this comparison, with `Integrable.mono'` as the dominating step. At \(b=-1\) the factor becomes \(\exp(s)\), the integrand behaves as \(-\exp(s)/(3s)\) at large \(s\), and the integral diverges.

```lean
/-- For `b > 0` the proper-time integral converges absolutely. -/
theorem integrableOn_integrand {b : ℝ} (hb : 0 < b) : IntegrableOn (integrand b) (Ioi 0) := by
  have hm : Measurable (integrand b) := by
    unfold integrand kernel
    fun_prop
  refine Integrable.mono' (integrableOn_massFactor hb 0) hm.aestronglyMeasurable ?_
  filter_upwards [ae_restrict_mem measurableSet_Ioi] with s hs
  have hk : |kernel s| ≤ 1 :=
    abs_le.2 ⟨neg_one_le_kernel hs, by linarith [(kernel_bounds hs).1.2]⟩
  rw [integrand, Real.norm_eq_abs, abs_mul, abs_of_pos (Real.exp_pos _)]
  exact mul_le_of_le_one_right (Real.exp_pos _).le hk
```

## Fields at or above the critical field, \(b\ge1\)

This hypothesis puts the points \(s=1\) and \(s=b\) in order, so the integral can be split there. Because \(k\le0\) and \(\exp(-s/b)\le1\), we have \(k\le \exp(-s/b)\,k\le0\).

- On \(0<s\le1\), the contribution lies in \([-1,0]\).
- On \(s>b\), \(k\ge-1/(3b)\), so the contribution lies between \(-\tfrac1{3b}\,b\exp(-1)\ge-\tfrac13\) and \(0\).
- On \(1\le s\le b\), the lower bound is \(-\int_1^b ds/(3s)=-\tfrac13\ln b\). For the upper bound, \(\exp(-s/b)\ge1-s/b\) gives

\[
e^{-s/b}k\le k-\frac sb\,k\le-\frac1{3s}+\frac1{s^2}+\frac1{3b},
\]

whose integral is \(-\tfrac13\ln b+1-\tfrac1b+\tfrac{b-1}{3b}\le-\tfrac13\ln b+\tfrac43\).

Adding the pieces gives \(|f(b)+\tfrac13\ln b|\le\tfrac43\). In the proof, `l1`, `l2`, `l3` are the lower bounds and `u1`, `u2`, `u3` the upper ones; `hF` evaluates both comparison integrals, with `c` equal to 0 or 1.

Positivity of \(b\) alone is not enough for this bound: at \(b=\exp(-5)\), \(f\le0\) gives \(f+\tfrac13\ln b\le-\tfrac53\).

```lean
/-- For every `b ≥ 1` the proper-time integral equals `-(ln b)/3` up to an error of at most
`4/3`. -/
theorem abs_properTimeIntegral_add_log_le {b : ℝ} (hb : 1 ≤ b) :
    |properTimeIntegral b + Real.log b / 3| ≤ 4 / 3 := by
  have hb0 : 0 < b := by linarith
  have hI := integrableOn_integrand hb0
  have split : ∀ a c : ℝ, 0 ≤ a → a ≤ c → ∫ s in Ioi a, integrand b s =
      (∫ s in Ioc a c, integrand b s) + ∫ s in Ioi c, integrand b s := by
    intro a c ha hac
    rw [← setIntegral_union (Ioc_disjoint_Ioi le_rfl) measurableSet_Ioi
      (hI.mono_set fun x hx => lt_of_le_of_lt ha hx.1)
      (hI.mono_set fun x hx => lt_of_le_of_lt (ha.trans hac) hx), Ioc_union_Ioi_eq_Ioi hac]
  have hneg : ∀ s : ℝ, 0 < s → integrand b s ≤ 0 := fun s hs =>
    mul_nonpos_of_nonneg_of_nonpos (Real.exp_pos _).le (kernel_bounds hs).1.2
  have hlow : ∀ s : ℝ, 0 < s → kernel s ≤ integrand b s := by
    intro s hs
    have hw : Real.exp (-s / b) ≤ 1 :=
      Real.exp_le_one_iff.2 (div_nonpos_of_nonpos_of_nonneg (by linarith) hb0.le)
    unfold integrand
    nlinarith [(kernel_bounds hs).1.2]
  -- short proper times: bounded contribution
  have u1 : ∫ s in Ioc (0 : ℝ) 1, integrand b s ≤ 0 :=
    setIntegral_nonpos measurableSet_Ioc fun s hs => hneg s hs.1
  have l1 : -1 ≤ ∫ s in Ioc (0 : ℝ) 1, integrand b s := by
    have h := setIntegral_mono_on (continuous_const (y := (-1 : ℝ))).integrableOn_Ioc
      (hI.mono_set fun x hx => hx.1) (measurableSet_Ioc (a := (0 : ℝ)) (b := 1))
      (fun s hs => (neg_one_le_kernel hs.1).trans (hlow s hs.1))
    have h' : ∫ _s in Ioc (0 : ℝ) 1, (-1 : ℝ) = -1 := by simp
    linarith
  -- long proper times: cut off by the mass
  have u3 : ∫ s in Ioi b, integrand b s ≤ 0 :=
    setIntegral_nonpos measurableSet_Ioi fun s hs => hneg s (hb0.trans hs)
  have l3 : -(1 / 3) ≤ ∫ s in Ioi b, integrand b s := by
    have h := setIntegral_mono_on ((integrableOn_massFactor hb0 b).const_mul (-(b⁻¹ / 3)))
      (hI.mono_set fun x hx => hb0.trans hx) measurableSet_Ioi (fun s (hs : b < s) => by
        have hk := (kernel_bounds (hb0.trans hs)).2.1
        have hi : s⁻¹ ≤ b⁻¹ := inv_anti₀ hb0 hs.le
        have hk' : -(b⁻¹ / 3) ≤ kernel s := by linarith
        show -(b⁻¹ / 3) * Real.exp (-s / b) ≤ Real.exp (-s / b) * kernel s
        rw [mul_comm]
        exact mul_le_mul_of_nonneg_left hk' (Real.exp_pos _).le)
    have he : ∫ s in Ioi b, Real.exp (-s / b) = b * Real.exp (-1) := by
      have h2 := integral_comp_mul_left_Ioi (fun x => Real.exp (-x)) b (inv_pos.2 hb0)
      rw [inv_mul_cancel₀ hb0.ne', integral_exp_neg_Ioi, inv_inv, smul_eq_mul] at h2
      rw [← h2]
      congr 1
      ext s
      congr 1
      ring
    rw [integral_const_mul, he] at h
    have h1 : Real.exp (-1) ≤ 1 := Real.exp_le_one_iff.2 (by norm_num)
    have h3 : -(b⁻¹ / 3) * (b * Real.exp (-1)) = -(Real.exp (-1) / 3) := by field_simp
    linarith
  -- intermediate proper times: the logarithm
  have hF : ∀ c : ℝ, IntervalIntegrable
      (fun x : ℝ => -(x⁻¹ / 3) + c * ((x ^ 2)⁻¹ + 1 / (3 * b))) volume 1 b ∧
      ∫ x in (1 : ℝ)..b, (-(x⁻¹ / 3) + c * ((x ^ 2)⁻¹ + 1 / (3 * b))) =
        -(Real.log b / 3) + c * (1 - b⁻¹ + (b - 1) / (3 * b)) := by
    intro c
    have hne : ∀ x ∈ uIcc 1 b, x ≠ 0 := by
      intro x hx
      rw [uIcc_of_le hb] at hx
      exact (lt_of_lt_of_le zero_lt_one hx.1).ne'
    have hi : IntervalIntegrable
        (fun x : ℝ => -(x⁻¹ / 3) + c * ((x ^ 2)⁻¹ + 1 / (3 * b))) volume 1 b := by
      apply ContinuousOn.intervalIntegrable
      have h1 : ContinuousOn (fun x : ℝ => x⁻¹) (uIcc 1 b) := continuousOn_id.inv₀ hne
      have h2 : ContinuousOn (fun x : ℝ => (x ^ 2)⁻¹) (uIcc 1 b) :=
        (continuousOn_id.pow 2).inv₀ fun x hx => pow_ne_zero 2 (hne x hx)
      exact (h1.div_const 3).neg.add (continuousOn_const.mul (h2.add continuousOn_const))
    refine ⟨hi, ?_⟩
    rw [intervalIntegral.integral_eq_sub_of_hasDerivAt
      (f := fun x => -(Real.log x / 3) + c * (-x⁻¹ + x / (3 * b))) (fun x hx =>
        (((Real.hasDerivAt_log (hne x hx)).div_const 3).fun_neg.fun_add
          (((hasDerivAt_inv (hne x hx)).fun_neg.fun_add
            ((hasDerivAt_id' x).div_const (3 * b))).const_mul c)).congr_deriv (by ring)) hi]
    simp only [Real.log_one, inv_one]
    ring
  have hJ : IntervalIntegrable (integrand b) volume 1 b :=
    (intervalIntegrable_iff_integrableOn_Ioc_of_le hb).2
      (hI.mono_set fun x hx => zero_lt_one.trans hx.1)
  have l2 := intervalIntegral.integral_mono_on hb (hF 0).1 hJ (fun s hs => by
    have hs0 : 0 < s := by linarith [hs.1]
    linarith [(kernel_bounds hs0).2.1, hlow s hs0])
  have u2 := intervalIntegral.integral_mono_on hb hJ (hF 1).1 (fun s hs => by
    have hs0 : 0 < s := by linarith [hs.1]
    obtain ⟨⟨_, k0⟩, k1, k2⟩ := kernel_bounds hs0
    have hw : 1 - s / b ≤ Real.exp (-s / b) := by
      linarith [Real.add_one_le_exp (-s / b), neg_div b s]
    have h1 : integrand b s ≤ (1 - s / b) * kernel s := mul_le_mul_of_nonpos_right hw k0
    have h2 : s / b * -(s⁻¹ / 3) ≤ s / b * kernel s :=
      mul_le_mul_of_nonneg_left k1 (by positivity)
    have h3 : s / b * -(s⁻¹ / 3) = -(1 / (3 * b)) := by field_simp
    linarith)
  rw [(hF 0).2, intervalIntegral.integral_of_le hb] at l2
  rw [(hF 1).2, intervalIntegral.integral_of_le hb] at u2
  have h4 : (b - 1) / (3 * b) ≤ 1 / 3 := by
    rw [div_le_iff₀ (by positivity)]
    linarith
  have h5 : 0 < b⁻¹ := inv_pos.2 hb0
  rw [properTimeIntegral, split 0 1 le_rfl zero_le_one, split 1 b zero_le_one hb, abs_le]
  constructor <;> linarith
```

For \(b>1\), division by \(\ln b\) gives \(|f(b)/\ln b+\tfrac13|\le4/(3\ln b)\), which tends to zero. `squeeze_zero_norm'` takes this limit.

```lean
/-- The proper-time integral divided by `ln b` tends to `-1/3` as `b` tends to infinity. -/
theorem tendsto_properTimeIntegral_div_log :
    Tendsto (fun b => properTimeIntegral b / Real.log b) atTop (𝓝 (-1 / 3)) := by
  have h0 : Tendsto (fun b => properTimeIntegral b / Real.log b + 1 / 3) atTop (𝓝 0) := by
    refine squeeze_zero_norm' ?_ (Real.tendsto_log_atTop.const_div_atTop (4 / 3))
    filter_upwards [eventually_gt_atTop 1] with b hb
    have hl : 0 < Real.log b := Real.log_pos hb
    have h : properTimeIntegral b / Real.log b + 1 / 3 =
        (properTimeIntegral b + Real.log b / 3) / Real.log b := by field_simp
    rw [h, Real.norm_eq_abs, abs_div, abs_of_pos hl]
    exact div_le_div_of_nonneg_right (abs_properTimeIntegral_add_log_le hb.le) hl.le
  rw [show (-1 / 3 : ℝ) = 0 - 1 / 3 by norm_num]
  refine (h0.sub_const (1 / 3)).congr fun b => ?_
  show properTimeIntegral b / Real.log b + 1 / 3 - 1 / 3 = properTimeIntegral b / Real.log b
  ring
```

## Positive charge, field and mass

Positive \(e\) and \(B\) fix a sign convention and make \(eB\) a legitimate rescaling of proper time. Setting \(u=eBs\) turns \(ds/s^3\) into \((eB)^2du/u^3\) and \(m^2s\) into \(u/b\), so

\[
\mathcal L_1=-\frac{(eB)^2}{8\pi^2}\,f\!\left(\frac{eB}{m^2}\right).
\]

`integral_comp_mul_left_Ioi` performs the substitution. For \(e=m=1\), \(B=-1\), the left side is finite, but \(f(-1)\) diverges.

```lean
/-- For positive `e`, `m` and `B`, the one-loop magnetic Lagrangian is `-(eB)²/(8π²)` times the
dimensionless proper-time integral at `b = eB/m²`. -/
theorem magneticLagrangian_eq {e m B : ℝ} (he : 0 < e) (hm : 0 < m) (hB : 0 < B) :
    magneticLagrangian e m B =
      -((e * B) ^ 2 / (8 * π ^ 2)) * properTimeIntegral (e * B / m ^ 2) := by
  have hq : 0 < e * B := mul_pos he hB
  -- rescale proper time by `eB`
  have h := integral_comp_mul_left_Ioi (integrand (e * B / m ^ 2)) 0 hq
  rw [mul_zero, smul_eq_mul] at h
  have hc : ∫ s in Ioi (0 : ℝ), Real.exp (-(m ^ 2 * s)) *
      ((e * B * s * (Real.cosh (e * B * s) / Real.sinh (e * B * s)) - 1
        - (e * B * s) ^ 2 / 3) / s ^ 3) =
      ∫ s in Ioi (0 : ℝ), (e * B) ^ 3 * integrand (e * B / m ^ 2) (e * B * s) := by
    refine setIntegral_congr_fun measurableSet_Ioi fun s (hs : 0 < s) => ?_
    have hx : -(e * B * s) / (e * B / m ^ 2) = -(m ^ 2 * s) := by field_simp
    simp only [integrand, kernel, hx]
    generalize Real.cosh (e * B * s) / Real.sinh (e * B * s) = c
    field_simp
  rw [magneticLagrangian, hc, integral_const_mul, h, properTimeIntegral]
  field_simp
```

At fixed \(e\) and \(m\), \(b\to\infty\) as \(B\to\infty\), and

\[
\frac{\mathcal L_1}{\tfrac12B^2\ln b}=-\frac{e^2}{4\pi^2}\,\frac{f(b)}{\ln b}\longrightarrow\frac{e^2}{12\pi^2}.
\]

The proof composes the previous limit with \(B\mapsto eB/m^2\) and uses the scaling identity once \(B>0\) and \(b>1\).

A nonzero mass is needed here. At \(m=0\) the integrand of \(\mathcal L_1\) falls only as \(1/s\), so the integral diverges logarithmically, and no mass scale remains against which to measure \(eB\).

```lean
/-- At fixed positive charge `e` and mass `m`, the one-loop Lagrangian divided by
`(B²/2) ln(eB/m²)` tends to `e²/(12π²)` as the magnetic field `B` tends to infinity. -/
theorem tendsto_magneticLagrangian_ratio {e m : ℝ} (he : 0 < e) (hm : 0 < m) :
    Tendsto (fun B => magneticLagrangian e m B / (B ^ 2 / 2 * Real.log (e * B / m ^ 2)))
      atTop (𝓝 (e ^ 2 / (12 * π ^ 2))) := by
  have hb : Tendsto (fun B : ℝ => e * B / m ^ 2) atTop atTop :=
    (tendsto_id.const_mul_atTop he).atTop_div_const (by positivity)
  have h := (tendsto_properTimeIntegral_div_log.comp hb).const_mul (-(e ^ 2 / (4 * π ^ 2)))
  rw [show -(e ^ 2 / (4 * π ^ 2)) * (-1 / 3) = e ^ 2 / (12 * π ^ 2) by ring] at h
  refine h.congr' ?_
  filter_upwards [eventually_gt_atTop 0, hb.eventually_gt_atTop 1] with B hB hB1
  have hl : Real.log (e * B / m ^ 2) ≠ 0 := (Real.log_pos hB1).ne'
  rw [magneticLagrangian_eq he hm hB, Function.comp_apply]
  generalize Real.log (e * B / m ^ 2) = l at hl ⊢
  generalize properTimeIntegral (e * B / m ^ 2) = F
  field_simp
  ring

end

end EulerHeisenbergStrongField
```

```lean
#print axioms EulerHeisenbergStrongField.tendsto_magneticLagrangian_ratio
```

```
'EulerHeisenbergStrongField.tendsto_magneticLagrangian_ratio' depends on axioms: [propext, Classical.choice, Quot.sound]
```
